# With nonzero denominators, a linearized coupled-cluster amplitude update is stationary exactly at solutions of the equations

The linearized coupled-cluster equations are written here as `A *ᵥ t + b = 0`, with a real matrix `A`, a real vector `b` and finitely many real amplitudes `t`. One update subtracts from each amplitude its component of the residual `A *ᵥ t + b`, divided by a denominator `d i`. The theorem says that, if no denominator is zero, the update leaves `t` unchanged exactly when `t` solves the equations; it does not say that repeated updates converge. The attempt proves the two directions separately, component by component, and leaves the direction from solution to fixed point to a single `simp` call given the definition of the update and the hypothesis `h` that the residual vanishes.

The first attempt, which Lean rejects:

```lean
import Mathlib

open Matrix Filter Topology

namespace ShiftedAmplitudeIteration

noncomputable section

variable {n : Type*} [Fintype n]

/-- One amplitude update: the residual `A t + b` of the linearized coupled-cluster equations
is divided, excitation by excitation, by the denominators `d` and subtracted from `t`. -/
def amplitudeStep (A : Matrix n n ℝ) (b d t : n → ℝ) : n → ℝ :=
  fun i => t i - (A *ᵥ t + b) i / d i

/-- For nonzero denominators, the amplitudes left unchanged by the update are exactly the
solutions of the linearized coupled-cluster equations. -/
theorem fixed_iff_solution (A : Matrix n n ℝ) (b d t : n → ℝ) (hd : ∀ i, d i ≠ 0) :
    amplitudeStep A b d t = t ↔ A *ᵥ t + b = 0 := by
  constructor
  · intro h
    funext i
    have hi : t i - (A *ᵥ t + b) i / d i = t i := congrFun h i
    have hq : (A *ᵥ t + b) i / d i = 0 := by linarith
    exact (div_eq_zero_iff.1 hq).resolve_right (hd i)
  · intro h
    funext i
    simp [amplitudeStep, h]

end

end ShiftedAmplitudeIteration
```

Compiling this gives:

```
Main.lean:26:2: error: unsolved goals
case mpr
n : Type u_1
inst✝ : Fintype n
A : Matrix n n ℝ
b d t : n → ℝ
hd : ∀ (i : n), d i ≠ 0
h : A *ᵥ t + b = 0
i : n
⊢ (A *ᵥ t) i + b i = 0 ∨ d i = 0
Main.lean:28:25: warning: This simp argument is unused:
  h

Hint: Omit it from the simp argument list.
  [apply] simp [amplitudeStep]

Note: This linter can be disabled with `set_option linter.unusedSimpArgs false`
```

Diagnosis. The error says that `simp` left a goal open in the direction from solution to fixed point: `(A *ᵥ t) i + b i = 0 ∨ d i = 0`. The left alternative is just `h` at component `i`, but `simp` could not see this. It had split `(A *ᵥ t + b) i` into `(A *ᵥ t) i + b i`, while `h` is an equation between whole vectors, whose left side `A *ᵥ t + b` no longer appeared in the goal. So `h` was never used, as the warning reports. The "or" comes from simplifying the claim that the quotient is zero.

The repair first takes `h` at component `i` with `congrFun`, giving `hi : (A *ᵥ t + b) i = 0`. The `change` line then writes out the update with the sum unsplit, so that `rw` can find the left side of `hi` and replace it by zero. `zero_div` and `sub_zero` reduce what remains to `t i = t i`, which `rw` closes.

The repair, with which the file compiles:

```diff
@@ -26,5 +26,7 @@
   · intro h
     funext i
-    simp [amplitudeStep, h]
+    have hi : (A *ᵥ t + b) i = 0 := congrFun h i
+    change t i - (A *ᵥ t + b) i / d i = t i
+    rw [hi, zero_div, sub_zero]
 
 end
```
